# A time-symmetric pulse cycle has no second-order Magnus term

Q: Suppose I drive a spin with one pulse and then another, and replace the two steps by a single exponential of the summed generators. If the generators don't commute, I am already wrong at second order, by half their commutator. You say that a cycle which reads the same backwards escapes this. What are the generators in your file, and where is the physics?

A: For a Hamiltonian $H_k$ held constant for a duration $\tau_k$, take $A_k=-iH_k\tau_k$ with $\hbar=1$. The steps are numbered $k=0,\dots,n-1$. The $A_k$ live in `R`, a ring that is also an algebra over the reals and need not be commutative. Complex matrices qualify, so any finite-dimensional quantum system is included.

```lean
import Mathlib

open Finset

namespace SymmetricPulseCycle

noncomputable section

variable {R : Type*} [Ring R] [Algebra ℝ R]
```

Q: A general algebra has no norm. How do you exponentiate?

A: As a formal power series $e^{tA_k}=\sum_m t^mA_k^m/m!$, where $t$ commutes with everything and counts the order. Convergence plays no part.

```lean
/-- The formal exponential `exp (t a)` of one step with generator `a`, as a power series in the
order-counting parameter `t`. -/
def stepSeries (a : R) : PowerSeries R :=
  PowerSeries.mk fun m => ((m.factorial : ℝ)⁻¹) • a ^ m
```

The propagator is the product $P_n=e^{tA_{n-1}}\cdots e^{tA_0}$, with later steps on the left, as for operators acting on kets.

```lean
/-- The time-ordered product of the first `n` step exponentials, later steps standing on the
left. -/
def propagator (A : ℕ → R) : ℕ → PowerSeries R
  | 0 => 1
  | n + 1 => stepSeries (A n) * propagator A n
```

The first two Magnus terms are
$$S_n=\sum_{k<n}A_k,\qquad \Omega_2=\tfrac12\sum_{j<k<n}[A_k,A_j],\qquad [X,Y]=XY-YX.$$

```lean
/-- The first Magnus term: the sum of the step generators. -/
def magnusFirst (n : ℕ) (A : ℕ → R) : R := ∑ k ∈ range n, A k

/-- The second Magnus term: half the sum of the commutators of later with earlier steps. -/
def magnusSecond (n : ℕ) (A : ℕ → R) : R :=
  (1 / 2 : ℝ) • ∑ k ∈ range n, ∑ j ∈ range k, (A k * A j - A j * A k)
```

Q: And the symmetry?

A: It is $A_{n-1-k}=A_k$ for every $k<n$. This constrains the generators, durations included. If $X$ acts for a time $a$, then $Y$ for $b$, then $X$ for $c$, the order of the Hamiltonians looks symmetric, but $\Omega_2=\tfrac12 b(a-c)[X,Y]$. Checking the Hamiltonians and forgetting the durations gives a false cancellation.

```lean
/-- A cycle of `n` steps is time-symmetric if it reads the same forwards and backwards. -/
def IsTimeSymmetric (n : ℕ) (A : ℕ → R) : Prop := ∀ k < n, A (n - 1 - k) = A k
```

A sequence can also be made symmetric by appending its mirror image, which gives $2n$ steps.

```lean
/-- The sequence of `n` steps followed by its mirror image, `2 n` steps in all. -/
def mirrored (n : ℕ) (A : ℕ → R) (k : ℕ) : R := if k < n then A k else A (2 * n - 1 - k)
```

Q: You have simply defined $\Omega_2$ as a sum of commutators. Why should I believe that it belongs to the propagator?

A: Because the propagator's coefficients are computed. If $P_n=\exp(tS_n+t^2\Omega_2+\cdots)$, its coefficient at $t^2$ must be $\tfrac12S_n^2+\Omega_2$. To check this, start from one step, whose coefficients at orders 0, 1 and 2 are $1$, $A_k$ and $\tfrac12A_k^2$. In Lean they are read off from the definition.

```lean
/-- The coefficients of a step exponential at orders zero, one and two. -/
theorem stepSeries_coeff (a : R) :
    PowerSeries.coeff 0 (stepSeries a) = 1 ∧ PowerSeries.coeff 1 (stepSeries a) = a ∧
      PowerSeries.coeff 2 (stepSeries a) = (1 / 2 : ℝ) • (a * a) := by
  refine ⟨?_, ?_, ?_⟩
  · rw [stepSeries, PowerSeries.coeff_mk]
    simp
  · rw [stepSeries, PowerSeries.coeff_mk]
    simp
  · rw [stepSeries, PowerSeries.coeff_mk]
    norm_num [Nat.factorial, pow_two]
```

Now add step $n$. The new pairs in $\Omega_2$ are those with $k=n$, and they contribute $\tfrac12\sum_{j<n}[A_n,A_j]=\tfrac12[A_n,S_n]$. The Lean proof splits off the last term of the outer sum and distributes the products.

```lean
/-- One further step adds to the second Magnus term half the commutator of its generator with
the sum of all earlier generators. -/
theorem magnusSecond_succ (n : ℕ) (A : ℕ → R) :
    magnusSecond (n + 1) A = magnusSecond n A +
      (1 / 2 : ℝ) • (A n * magnusFirst n A - magnusFirst n A * A n) := by
  unfold magnusSecond magnusFirst
  rw [Finset.sum_range_succ, smul_add, Finset.sum_sub_distrib, Finset.mul_sum, Finset.sum_mul]
```

For the propagator, use induction on $n$. With no steps, $P_0=1$ and both Magnus terms vanish. For the next step, multiply $P_n$ by $e^{tA_n}$ from the left. The first-order coefficient becomes $S_n+A_n=S_{n+1}$, and the second-order one becomes
$$\tfrac12S_n^2+\Omega_2+A_nS_n+\tfrac12A_n^2
=\tfrac12(S_n+A_n)^2+\Omega_2+\tfrac12[A_n,S_n],$$
where $\Omega_2$ is still that of the first $n$ steps. The last two terms are exactly the updated $\Omega_2$. In the proof, `c0`, `c1` and `c2` are the product rule for series at the three lowest orders, and `module` checks the displayed identity after the products have been expanded.

```lean
/-- Through second order the propagator has the coefficients `1`, `S` and `S² / 2 + Ω₂`, where
`S` and `Ω₂` are the first and second Magnus terms. -/
theorem propagator_expansion (n : ℕ) (A : ℕ → R) :
    PowerSeries.coeff 0 (propagator A n) = 1 ∧
      PowerSeries.coeff 1 (propagator A n) = magnusFirst n A ∧
      PowerSeries.coeff 2 (propagator A n) =
        (1 / 2 : ℝ) • (magnusFirst n A * magnusFirst n A) + magnusSecond n A := by
  induction n with
  | zero => simp [propagator, magnusFirst, magnusSecond, PowerSeries.coeff_one]
  | succ n ih =>
    obtain ⟨i0, i1, i2⟩ := ih
    obtain ⟨s0, s1, s2⟩ := stepSeries_coeff (A n)
    have hS : magnusFirst (n + 1) A = magnusFirst n A + A n := Finset.sum_range_succ _ _
    -- the Cauchy product at the three lowest orders
    have c0 (f g : PowerSeries R) : PowerSeries.coeff 0 (f * g) =
        PowerSeries.coeff 0 f * PowerSeries.coeff 0 g := by
      simp
    have c1 (f g : PowerSeries R) : PowerSeries.coeff 1 (f * g) =
        PowerSeries.coeff 0 f * PowerSeries.coeff 1 g +
          PowerSeries.coeff 1 f * PowerSeries.coeff 0 g := by
      rw [PowerSeries.coeff_mul, Finset.Nat.sum_antidiagonal_eq_sum_range_succ_mk]
      simp [Finset.sum_range_succ]
    have c2 (f g : PowerSeries R) : PowerSeries.coeff 2 (f * g) =
        PowerSeries.coeff 0 f * PowerSeries.coeff 2 g +
          PowerSeries.coeff 1 f * PowerSeries.coeff 1 g +
          PowerSeries.coeff 2 f * PowerSeries.coeff 0 g := by
      rw [PowerSeries.coeff_mul, Finset.Nat.sum_antidiagonal_eq_sum_range_succ_mk]
      simp [Finset.sum_range_succ]
    refine ⟨?_, ?_, ?_⟩
    · rw [propagator, c0, s0, i0, one_mul]
    · rw [propagator, c1, s0, s1, i0, i1, hS, one_mul, mul_one]
    · rw [propagator, c2, s0, s1, s2, i0, i1, i2, hS, magnusSecond_succ]
      simp only [mul_add, add_mul, one_mul, mul_one]
      module
```

Q: Good, the definition is anchored. Now the cancellation.

A: Reverse an arbitrary sequence by setting $B_k=A_{n-1-k}$. Then
$$\Omega_2[B]=\tfrac12\sum_{j<k}[A_{n-1-k},A_{n-1-j}].$$
Put $p=n-1-k$ and $q=n-1-j$. The condition $j<k$ becomes $p<q$, so
$$\Omega_2[B]=\tfrac12\sum_{p<q}[A_p,A_q]=-\tfrac12\sum_{p<q}[A_q,A_p]=-\Omega_2[A].$$
If you relabel the indices but forget to turn the inequality round, the minus sign disappears and the argument yields nothing.

Lean makes that inequality explicit. The lemma `square` extends the triangular sum to all pairs, with an indicator for $j<k$. The function `g` carries the reflected indicator, `Finset.sum_range_reflect` reflects each index, and `Finset.sum_comm` exchanges the two sums. What remains is the antisymmetry of the commutator.

```lean
/-- Running any pulse sequence in reverse order changes the sign of its second Magnus term. -/
theorem magnusSecond_reverse (n : ℕ) (A : ℕ → R) :
    magnusSecond n (fun k => A (n - 1 - k)) = -magnusSecond n A := by
  -- write the triangular sum as a square sum with an indicator
  have square (B : ℕ → R) : ∑ k ∈ range n, ∑ j ∈ range k, (B k * B j - B j * B k) =
      ∑ k ∈ range n, ∑ j ∈ range n, if j < k then B k * B j - B j * B k else 0 := by
    refine Finset.sum_congr rfl fun k hk => ?_
    have hk' := Finset.mem_range.mp hk
    rw [← Finset.sum_filter]
    refine Finset.sum_congr ?_ fun _ _ => rfl
    ext j
    simp only [Finset.mem_range, Finset.mem_filter]
    omega
  let g : ℕ → ℕ → R := fun k j => if k < j then A k * A j - A j * A k else 0
  unfold magnusSecond
  rw [← smul_neg, square, square]
  congr 1
  calc
    _ = ∑ k ∈ range n, ∑ j ∈ range n, g (n - 1 - k) (n - 1 - j) := by
      refine Finset.sum_congr rfl fun k hk => Finset.sum_congr rfl fun j hj => ?_
      have hk' := Finset.mem_range.mp hk
      have hj' := Finset.mem_range.mp hj
      simp only [g]
      by_cases h : j < k
      · have h' : n - 1 - k < n - 1 - j := by omega
        rw [if_pos h, if_pos h']
      · have h' : ¬ n - 1 - k < n - 1 - j := by omega
        rw [if_neg h, if_neg h']
    -- reflect both time indices, then exchange their roles
    _ = ∑ k ∈ range n, ∑ j ∈ range n, g k j :=
      (Finset.sum_range_reflect (fun k => ∑ j ∈ range n, g k (n - 1 - j)) n).trans
        (Finset.sum_congr rfl fun k _ => Finset.sum_range_reflect (g k) n)
    _ = ∑ j ∈ range n, ∑ k ∈ range n, g k j := Finset.sum_comm
    _ = _ := by
      simp only [← Finset.sum_neg_distrib]
      refine Finset.sum_congr rfl fun k _ => Finset.sum_congr rfl fun j _ => ?_
      simp only [g]
      split_ifs <;> simp
```

Q: And a symmetric cycle is its own reversal.

A: Yes, so $\Omega_2=-\Omega_2$. Hence $2\Omega_2=0$, and multiplying by the real number $\tfrac12$ gives $\Omega_2=0$. In the proof, `same` states that the reversed cycle has the same second Magnus term as the original, which follows from the symmetry step by step, and `h` is the equation $\Omega_2+\Omega_2=0$.

```lean
/-- The second Magnus term of a time-symmetric pulse cycle is zero. -/
theorem magnusSecond_eq_zero {n : ℕ} {A : ℕ → R} (hA : IsTimeSymmetric n A) :
    magnusSecond n A = 0 := by
  -- by symmetry, the reversed cycle has the same second Magnus term
  have same : magnusSecond n (fun k => A (n - 1 - k)) = magnusSecond n A := by
    unfold magnusSecond
    congr 1
    refine Finset.sum_congr rfl fun k hk => Finset.sum_congr rfl fun j hj => ?_
    have hk' := Finset.mem_range.mp hk
    have hj' := Finset.mem_range.mp hj
    simp only [hA k hk', hA j (hj'.trans hk')]
  have h : magnusSecond n A + magnusSecond n A = 0 :=
    eq_neg_iff_add_eq_zero.mp (same.symm.trans (magnusSecond_reverse n A))
  calc magnusSecond n A = (1 / 2 : ℝ) • (magnusSecond n A + magnusSecond n A) := by module
    _ = 0 := by rw [h, smul_zero]
```

Q: What does that buy me for the propagator?

A: Its coefficients at orders 0, 1 and 2 equal those of $e^{tS_n}$. The proof compares the two lists of coefficients and removes $\Omega_2$. For a Hamiltonian matrix split into kinetic and potential parts, the sequence half potential, full kinetic, half potential is such a cycle, so its formal splitting error starts at third order or later.

```lean
/-- The propagator of a time-symmetric cycle agrees through second order with the single
exponential of the summed generators. -/
theorem propagator_eq_average {n : ℕ} {A : ℕ → R} (hA : IsTimeSymmetric n A)
    {m : ℕ} (hm : m ≤ 2) :
    PowerSeries.coeff m (propagator A n) =
      PowerSeries.coeff m (stepSeries (magnusFirst n A)) := by
  obtain ⟨p0, p1, p2⟩ := propagator_expansion n A
  obtain ⟨s0, s1, s2⟩ := stepSeries_coeff (magnusFirst n A)
  interval_cases m
  · rw [p0, s0]
  · rw [p1, s1]
  · rw [p2, s2, magnusSecond_eq_zero hA, add_zero]
```

Q: At third order or later, but how large?

A: The theorem gives no bound on the remainder. It also treats piecewise-constant driving only, and unbounded Hamiltonians do not fit directly into this algebraic setting. Within those limits, running any sequence forwards and then in mirror order gives a cycle without a second Magnus term. This doubles the sum of the generators, so halve every duration if the original sum is to be kept. The proof checks that `mirrored` satisfies the symmetry condition, which is index arithmetic left to `omega`.

```lean
/-- Any pulse sequence followed by its mirror image has zero second Magnus term. -/
theorem magnusSecond_mirrored (n : ℕ) (A : ℕ → R) :
    magnusSecond (2 * n) (mirrored n A) = 0 := by
  apply magnusSecond_eq_zero
  intro k hk
  unfold mirrored
  split_ifs <;> first | omega | (congr 1 <;> omega)
```

Q: Then show me that the symmetry does some work.

A: Take a spin one-half with $A_0=-ia\sigma_x$ and $A_1=-ib\sigma_y$, where $a$ and $b$ are nonzero real numbers. Since $[\sigma_y,\sigma_x]=-2i\sigma_z$, we get $\Omega_2=\tfrac12[A_1,A_0]=iab\,\sigma_z$, which is not zero.

For two steps in general, $\Omega_2$ is half of one commutator, so it vanishes exactly when the generators commute. Equal generators are therefore sufficient but not necessary. The proof evaluates the sum and then doubles it to recover the commutator.

```lean
/-- For a sequence of two steps the second Magnus term vanishes exactly when the two generators
commute. -/
theorem magnusSecond_two_steps (A : ℕ → R) :
    magnusSecond 2 A = 0 ↔ A 1 * A 0 = A 0 * A 1 := by
  have h : magnusSecond 2 A = (1 / 2 : ℝ) • (A 1 * A 0 - A 0 * A 1) := by
    simp [magnusSecond, Finset.sum_range_succ]
  rw [h]
  constructor
  · intro h0
    apply sub_eq_zero.mp
    calc A 1 * A 0 - A 0 * A 1
        = (2 : ℝ) • ((1 / 2 : ℝ) • (A 1 * A 0 - A 0 * A 1)) := by module
      _ = 0 := by rw [h0, smul_zero]
  · intro h0
    rw [h0, sub_self, smul_zero]

end

end SymmetricPulseCycle
```

```lean
#print axioms SymmetricPulseCycle.magnusSecond_eq_zero
-- 'SymmetricPulseCycle.magnusSecond_eq_zero' depends on axioms: [propext, Classical.choice, Quot.sound]
#print axioms SymmetricPulseCycle.propagator_eq_average
-- 'SymmetricPulseCycle.propagator_eq_average' depends on axioms: [propext, Classical.choice, Quot.sound]
#print axioms SymmetricPulseCycle.magnusSecond_mirrored
-- 'SymmetricPulseCycle.magnusSecond_mirrored' depends on axioms: [propext, Classical.choice, Quot.sound]
#print axioms SymmetricPulseCycle.magnusSecond_two_steps
-- 'SymmetricPulseCycle.magnusSecond_two_steps' depends on axioms: [propext, Classical.choice, Quot.sound]
```
